# Divergence of the one-dimensional iso-orbital indicator between separating exponential closed shells

Two closed-shell atoms in one dimension sit at $\pm R$, so $R$ is half their distance. Each contributes one doubly occupied orbital with decay constant $a>0$, which stands for a binding energy $a^2/2$ in atomic units. With

$$f=e^{-a|x+R|},\quad g=e^{-a|x-R|},\quad S=(1+2aR)e^{-2aR},$$

the bonding and antibonding orbitals are

$$u=\frac{\sqrt a\,(f+g)}{\sqrt{2+2S}},\qquad v=\frac{\sqrt a\,(f-g)}{\sqrt{2-2S}}.$$

All densities refer to one spin channel: $n=u^2+v^2$ and $\tau=(u'^2+v'^2)/2$. The iso-orbital indicator, usually written $\alpha$, is

$$\alpha=\frac{\tau-n'^2/(8n)}{\pi^2n^3/6},$$

where the denominator is the kinetic-energy density of a uniform gas of the same density.

For these orbitals, $\alpha\to\infty$ at every fixed $x$ as $R\to\infty$. Some meta-GGA functionals use the three-dimensional indicator to recognise weak closed-shell contacts; this is a non-interacting, one-dimensional model of such a contact.

## The indicator between the sites

Since $n'=2(uu'+vv')$,

$$\tau-\frac{n'^2}{8n}=\frac{(u^2+v^2)(u'^2+v'^2)-(uu'+vv')^2}{2n}=\frac{(uv'-vu')^2}{2n}.$$

For $|x|<R$, put $w=e^{-aR}$. Then $f=we^{-ax}$, $g=we^{ax}$, $fg=w^2$ and $(f\pm g)^2=w^2(2\cosh 2ax\pm2)$. Hence

$$n=aw^2\left[\frac{\cosh 2ax+1}{1+S}+\frac{\cosh 2ax-1}{1-S}\right]=\frac{2aw\,p}{1-S^2},\qquad p=w(\cosh 2ax-S).$$

With $f'=-af$ and $g'=ag$, the Wronskian is constant:

$$uv'-vu'=\frac{a(gf'-fg')}{\sqrt{1-S^2}}=-\frac{2a^2w^2}{\sqrt{1-S^2}}.$$

Therefore

$$\alpha=\frac{3(uv'-vu')^2}{\pi^2n^4}=\frac{3(1-S^2)^3}{4\pi^2p^4}.$$

As $R\to\infty$, $S\to0$. At fixed $x$ also $w\to0$, so $p\to0^+$ and $\alpha\to\infty$.

At $x=sR$ with $0\le s<1$, $p$ behaves as $e^{(2s-1)aR}$ up to a factor that stays between two positive constants for large $R$. It tends to zero for $s<1/2$ and to infinity for $s>1/2$, so $\alpha$ diverges in the first case and vanishes in the second.

It is an error to put the total density $2n$ and the total kinetic-energy densities into the formula with $\pi^2n^3/6$. The result is then $\alpha/4$; the closed-shell denominator is $\pi^2(2n)^3/24$.

In a calculation with an orbital-dependent meta-GGA that uses $\alpha$, the three-dimensional indicator is formed at each grid point from the occupied orbitals and their gradients. The same evaluation can be done in the present model. For $a=1$, $R=3$, the midpoint has $n\approx0.0049$, $n'=0$ and $\tau\approx0.0025$, against a uniform-gas value of $1.9\times10^{-7}$. The one-dimensional indicator there is thus $\alpha\approx1.3\times10^4$; this is not the value that a three-dimensional functional would receive for a real dimer.

## Orbitals and densities in Lean

```lean
import Mathlib

open Real Filter Topology MeasureTheory Set

namespace StretchedContact

noncomputable section
```

The first three definitions accept any two real functions. The second and third use `deriv`, which is the derivative where it exists and 0 elsewhere, so their values at the kinks $x=\pm R$ have no physical meaning.

```lean
/-- Density of two singly occupied real orbitals. -/
def density (u v : ℝ → ℝ) (x : ℝ) : ℝ := u x ^ 2 + v x ^ 2

/-- Positive kinetic-energy density of two singly occupied real orbitals, at points where both are
differentiable. -/
def tau (u v : ℝ → ℝ) (x : ℝ) : ℝ := (deriv u x ^ 2 + deriv v x ^ 2) / 2

/-- One-dimensional iso-orbital indicator, the Pauli kinetic-energy density over that of the uniform
gas; it is meaningful where both orbitals are differentiable and the density is nonzero. -/
def indicator (u v : ℝ → ℝ) (x : ℝ) : ℝ :=
  (tau u v x - deriv (density u v) x ^ 2 / (8 * density u v x)) /
    (π ^ 2 * density u v x ^ 3 / 6)
```

The function `atomic a c` is unnormalised: $f$ is `atomic a (-R)`, $g$ is `atomic a R`, and the normalised site orbitals carry the factor $\sqrt a$.

```lean
/-- Exponential site function centred at `c`. -/
def atomic (a c x : ℝ) : ℝ := exp (-(a * |x - c|))

/-- For `a > 0` and `R ≥ 0`, the overlap `S` of the normalised site orbitals at `-R` and `R`, in
closed form. -/
def overlap (a R : ℝ) : ℝ := (1 + 2 * a * R) * exp (-(2 * a * R))

/-- The bonding orbital, for `a, R > 0`. -/
def bonding (a R x : ℝ) : ℝ :=
  √a * (atomic a (-R) x + atomic a R x) / √(2 + 2 * overlap a R)

/-- The antibonding orbital, for `a, R > 0`. -/
def antibonding (a R x : ℝ) : ℝ :=
  √a * (atomic a (-R) x - atomic a R x) / √(2 - 2 * overlap a R)
```

The quantity $p$ is called `profile`.

```lean
/-- The dimensionless profile `exp(-aR) (cosh(2ax) - S)`. -/
def profile (a R x : ℝ) : ℝ := exp (-(a * R)) * (cosh (2 * a * x) - overlap a R)
```

These orbitals are an approximate form, with one decay constant $a$ that does not depend on $R$. Even for two equal attractive delta wells in one dimension, the exact bonding and antibonding orbitals have slightly different decay constants at large finite $R$.

## The overlap

The closed form of $S$ is checked against its integral. Because $|x+R|+|x-R|=2\max(|x|,R)$, the integral splits at $|x|=R$ into a constant part and an exponential tail:

$$a\left(2Re^{-2aR}+\frac{e^{-2aR}}{a}\right)=S.$$

At $R=0$ this gives the normalisation of a site orbital.

```lean
/-- For `a > 0` and `R ≥ 0`, `S` is the overlap integral of the site functions when each of them is
multiplied by `√a`. -/
theorem overlap_integral {a R : ℝ} (ha : 0 < a) (hR : 0 ≤ R) :
    a * ∫ x, atomic a (-R) x * atomic a R x = overlap a R := by
  -- the two distances add up to twice the larger of |x| and R
  have h1 : ∀ x, atomic a (-R) x * atomic a R x = exp (-(2 * a) * max |x| R) := by
    intro x
    have h : |x - -R| + |x - R| = 2 * max |x| R := by
      rcases abs_cases x with ⟨h1, h1'⟩ | ⟨h1, h1'⟩ <;>
      rcases abs_cases (x - -R) with ⟨h2, h2'⟩ | ⟨h2, h2'⟩ <;>
      rcases abs_cases (x - R) with ⟨h3, h3'⟩ | ⟨h3, h3'⟩ <;>
      rcases max_cases |x| R with ⟨h4, h4'⟩ | ⟨h4, h4'⟩ <;> linarith
    rw [atomic, atomic, ← exp_add]
    congr 1
    linear_combination (-a) * h
  have hneg : -(2 * a) < 0 := by linarith
  have e1 : EqOn (fun y => exp (-(2 * a) * max y R)) (fun _ => exp (-(2 * a) * R))
      (Ioc 0 R) := fun y hy => by simp only [max_eq_right hy.2]
  have e2 : EqOn (fun y => exp (-(2 * a) * y)) (fun y => exp (-(2 * a) * max y R))
      (Ioi R) := fun y hy => by simp only [max_eq_left (le_of_lt (mem_Ioi.1 hy))]
  have i1 : IntegrableOn (fun y => exp (-(2 * a) * max y R)) (Ioc 0 R) :=
    (by fun_prop : Continuous fun y => exp (-(2 * a) * max y R)).integrableOn_Ioc
  have i2 := (integrableOn_exp_mul_Ioi hneg R).congr_fun e2 measurableSet_Ioi
  simp_rw [h1]
  rw [integral_comp_abs (f := fun y => exp (-(2 * a) * max y R)),
    ← Ioc_union_Ioi_eq_Ioi hR,
    setIntegral_union (Ioc_disjoint_Ioi le_rfl) measurableSet_Ioi i1 i2,
    setIntegral_congr_fun measurableSet_Ioc e1,
    ← setIntegral_congr_fun measurableSet_Ioi e2, integral_exp_mul_Ioi hneg,
    setIntegral_const, Real.volume_real_Ioc_of_le hR, smul_eq_mul, overlap,
    show -(2 * a * R) = -(2 * a) * R by ring]
  field_simp
  ring
```

The inequality $1+t<e^t$ at $t=2aR$ gives $S<1$, and $\cosh\ge1$ then makes $p$ positive.

```lean
/-- For `a, R > 0` the overlap lies strictly between 0 and 1, and the profile is positive. -/
theorem overlap_bounds {a R : ℝ} (ha : 0 < a) (hR : 0 < R) :
    0 < overlap a R ∧ overlap a R < 1 ∧ ∀ x, 0 < profile a R x := by
  have ht : 0 < 2 * a * R := by positivity
  have h1 : overlap a R < 1 := by
    rw [overlap, exp_neg, ← div_eq_mul_inv, div_lt_one (exp_pos _)]
    linarith [add_one_lt_exp ht.ne']
  refine ⟨by unfold overlap; positivity, h1, fun x => mul_pos (exp_pos _) ?_⟩
  linarith [one_le_cosh (2 * a * x)]
```

The limit $S\to0$ is the sum of $e^{-t}\to0$ and $te^{-t}\to0$.

```lean
/-- For `a > 0` the overlap vanishes at infinite separation. -/
theorem overlap_tendsto {a : ℝ} (ha : 0 < a) : Tendsto (overlap a) atTop (𝓝 0) := by
  have h := (tendsto_pow_mul_exp_neg_atTop_nhds_zero 0).add
    (tendsto_pow_mul_exp_neg_atTop_nhds_zero 1)
  rw [add_zero] at h
  have ht : Tendsto (fun R : ℝ => 2 * a * R) atTop atTop :=
    tendsto_id.const_mul_atTop (by positivity)
  refine (h.comp ht).congr fun R => ?_
  simp only [Function.comp, overlap]
  ring
```

## The closed form

The condition $|x|<R$ resolves both absolute values and keeps $x$ away from the kinks at the sites.

```lean
/-- Between the sites both site functions are pure exponentials. -/
theorem atomic_between (a : ℝ) {R x : ℝ} (hx : |x| < R) :
    atomic a (-R) x = exp (-(a * R)) * exp (-(a * x)) ∧
      atomic a R x = exp (-(a * R)) * exp (a * x) := by
  obtain ⟨h1, h2⟩ := abs_lt.1 hx
  constructor
  · rw [atomic, abs_of_pos (by linarith), ← exp_add]
    congr 1
    ring
  · rw [atomic, abs_of_neg (by linarith), ← exp_add]
    congr 1
    ring
```

The Wronskian identity holds for any two orbitals differentiable at a point of nonzero density.

```lean
/-- Where two orbitals are differentiable and their density is nonzero, the Pauli
kinetic-energy density is their squared Wronskian over twice the density. -/
theorem pauli_eq_wronskian {u v : ℝ → ℝ} {u' v' x : ℝ} (hu : HasDerivAt u u' x)
    (hv : HasDerivAt v v' x) (hn : density u v x ≠ 0) :
    tau u v x - deriv (density u v) x ^ 2 / (8 * density u v x) =
      (u x * v' - v x * u') ^ 2 / (2 * density u v x) := by
  have hd : HasDerivAt (density u v) (2 * u x * u' + 2 * v x * v') x :=
    ((hu.fun_pow 2).fun_add (hv.fun_pow 2)).congr_deriv (by norm_num)
  rw [tau, hd.deriv, hu.deriv, hv.deriv]
  simp only [density] at hn ⊢
  field_simp
  ring
```

In the density, `hp` and `hm` are the squares $(f\pm g)^2$.

```lean
/-- For `a > 0`, the density between the sites is `2a exp(-aR)` times the profile,
over `1 - S²`. -/
theorem density_between {a R x : ℝ} (ha : 0 < a) (hx : |x| < R) :
    density (bonding a R) (antibonding a R) x =
      2 * a * exp (-(a * R)) * profile a R x / (1 - overlap a R ^ 2) := by
  obtain ⟨h0, h1, -⟩ := overlap_bounds ha ((abs_nonneg x).trans_lt hx)
  obtain ⟨hf, hg⟩ := atomic_between a hx
  have hpq : exp (-(a * x)) * exp (a * x) = 1 := by rw [← exp_add]; simp
  have hC : exp (a * x) ^ 2 + exp (-(a * x)) ^ 2 = 2 * cosh (2 * a * x) := by
    rw [cosh_eq, sq, sq, ← exp_add, ← exp_add,
      show a * x + a * x = 2 * a * x by ring,
      show -(a * x) + -(a * x) = -(2 * a * x) by ring]
    ring
  have hp : (atomic a (-R) x + atomic a R x) ^ 2 =
      exp (-(a * R)) ^ 2 * (2 * cosh (2 * a * x) + 2) := by
    rw [hf, hg]
    linear_combination exp (-(a * R)) ^ 2 * (hC + 2 * hpq)
  have hm : (atomic a (-R) x - atomic a R x) ^ 2 =
      exp (-(a * R)) ^ 2 * (2 * cosh (2 * a * x) - 2) := by
    rw [hf, hg]
    linear_combination exp (-(a * R)) ^ 2 * (hC - 2 * hpq)
  have hA : 0 < 2 + 2 * overlap a R := by linarith
  have hB : 0 < 2 - 2 * overlap a R := by linarith
  have hD : 0 < 1 - overlap a R ^ 2 := by nlinarith
  rw [density, bonding, antibonding, div_pow, div_pow, mul_pow, mul_pow, hp, hm,
    sq_sqrt ha.le, sq_sqrt hA.le, sq_sqrt hB.le, profile,
    div_add_div _ _ hA.ne' hB.ne', div_eq_div_iff (mul_pos hA hB).ne' hD.ne']
  ring
```

Next, `hf` and `hg` supply $f'$ and $g'$, `key` computes the Wronskian with its normalisation factors, and `hW` simplifies its square.

```lean
/-- For `a > 0`, closed form of the indicator at every point between the sites. -/
theorem indicator_between {a R x : ℝ} (ha : 0 < a) (hx : |x| < R) :
    indicator (bonding a R) (antibonding a R) x =
      3 * (1 - overlap a R ^ 2) ^ 3 / (4 * π ^ 2) / profile a R x ^ 4 := by
  obtain ⟨h0, h1, hP⟩ := overlap_bounds ha ((abs_nonneg x).trans_lt hx)
  have hp := hP x
  have hA : 0 < 2 + 2 * overlap a R := by linarith
  have hB : 0 < 2 - 2 * overlap a R := by linarith
  have hD : 0 < 1 - overlap a R ^ 2 := by nlinarith
  have hU : {y : ℝ | |y| < R} ∈ 𝓝 x :=
    (isOpen_lt continuous_abs continuous_const).mem_nhds hx
  obtain ⟨ef, eg⟩ := atomic_between a hx
  have hf : HasDerivAt (atomic a (-R)) (-a * atomic a (-R) x) x := by
    have h := ((((hasDerivAt_id' x).const_mul a).fun_neg).exp).const_mul (exp (-(a * R)))
    refine (h.congr_of_eventuallyEq ?_).congr_deriv (by rw [ef]; ring)
    filter_upwards [hU] with y hy using (atomic_between a hy).1
  have hg : HasDerivAt (atomic a R) (a * atomic a R x) x := by
    have h := (((hasDerivAt_id' x).const_mul a).exp).const_mul (exp (-(a * R)))
    refine (h.congr_of_eventuallyEq ?_).congr_deriv (by rw [eg]; ring)
    filter_upwards [hU] with y hy using (atomic_between a hy).2
  have hu : HasDerivAt (bonding a R) _ x :=
    ((hf.fun_add hg).const_mul √a).div_const √(2 + 2 * overlap a R)
  have hv : HasDerivAt (antibonding a R) _ x :=
    ((hf.fun_sub hg).const_mul √a).div_const √(2 - 2 * overlap a R)
  have hfg : atomic a (-R) x * atomic a R x = exp (-(a * R)) ^ 2 := by
    have hpq : exp (-(a * x)) * exp (a * x) = 1 := by rw [← exp_add]; simp
    rw [ef, eg]
    linear_combination exp (-(a * R)) ^ 2 * hpq
  -- the Wronskian expressed through the product of the two site functions
  have key : ∀ s f g A B : ℝ, s * (f + g) / A * (s * (-a * f - a * g) / B) -
      s * (f - g) / B * (s * (-a * f + a * g) / A) =
      -(4 * a * s ^ 2 * (f * g)) / (A * B) := by
    intro s f g A B
    simp only [div_eq_mul_inv, mul_inv]
    ring
  have hn := density_between ha hx
  have hne : density (bonding a R) (antibonding a R) x ≠ 0 := by
    rw [hn]
    positivity
  have hW : (-(4 * a * a * exp (-(a * R)) ^ 2)) ^ 2 /
      ((2 + 2 * overlap a R) * (2 - 2 * overlap a R)) =
      4 * a ^ 4 * exp (-(a * R)) ^ 4 / (1 - overlap a R ^ 2) := by
    rw [div_eq_div_iff (mul_pos hA hB).ne' hD.ne']
    ring
  rw [indicator, pauli_eq_wronskian hu hv hne, hn, bonding, antibonding, key, hfg,
    div_pow, mul_pow √(2 + 2 * overlap a R), sq_sqrt ha.le, sq_sqrt hA.le,
    sq_sqrt hB.le, hW]
  generalize 1 - overlap a R ^ 2 = D at *
  generalize profile a R x = p at *
  have hE := exp_pos (-(a * R))
  generalize exp (-(a * R)) = w at *
  have hpi := pi_pos
  field_simp
  ring
```

## The limits

For a path $x(R)$ that eventually stays between the sites, the prefactor of $p^{-4}$ tends to $3/(4\pi^2)>0$, so the limit of $p$ decides that of $\alpha$.

```lean
/-- For `a > 0`, along a path that stays between the sites, the indicator diverges if the
profile tends to zero and vanishes if the profile tends to infinity. -/
theorem indicator_path {a : ℝ} (ha : 0 < a) {x : ℝ → ℝ} (hx : ∀ᶠ R in atTop, |x R| < R) :
    (Tendsto (fun R => profile a R (x R)) atTop (𝓝 0) →
      Tendsto (fun R => indicator (bonding a R) (antibonding a R) (x R)) atTop atTop) ∧
    (Tendsto (fun R => profile a R (x R)) atTop atTop →
      Tendsto (fun R => indicator (bonding a R) (antibonding a R) (x R)) atTop (𝓝 0)) := by
  have hc := (((((overlap_tendsto ha).pow 2).const_sub 1).pow 3).const_mul 3).div_const
    (4 * π ^ 2)
  have hC : 0 < 3 * (1 - (0 : ℝ) ^ 2) ^ 3 / (4 * π ^ 2) := by
    rw [show 1 - (0 : ℝ) ^ 2 = 1 by norm_num]
    positivity
  have e : (fun R => 3 * (1 - overlap a R ^ 2) ^ 3 / (4 * π ^ 2) *
      (profile a R (x R) ^ 4)⁻¹) =ᶠ[atTop]
      fun R => indicator (bonding a R) (antibonding a R) (x R) := by
    filter_upwards [hx] with R hR
    rw [indicator_between ha hR]
    exact (div_eq_mul_inv _ _).symm
  constructor
  · intro h
    have h4 : Tendsto (fun R => profile a R (x R) ^ 4) atTop (𝓝[>] 0) := by
      refine tendsto_nhdsWithin_iff.2 ⟨by simpa using h.pow 4, ?_⟩
      filter_upwards [hx] with R hR
      exact pow_pos ((overlap_bounds ha ((abs_nonneg _).trans_lt hR)).2.2 _) 4
    exact (hc.pos_mul_atTop hC (tendsto_inv_nhdsGT_zero.comp h4)).congr' e
  · intro h
    have hi : Tendsto (fun R => (profile a R (x R) ^ 4)⁻¹) atTop (𝓝 0) :=
      tendsto_inv_atTop_zero.comp ((tendsto_pow_atTop (by norm_num)).comp h)
    have h' := hc.mul hi
    rw [mul_zero] at h'
    exact h'.congr' e
```

`Tendsto … atTop atTop` says that $\alpha$ eventually exceeds every bound. A fixed $x$ lies between the sites once $R>|x|$, and $p\to0$ as a product of limits.

```lean
/-- For `a > 0`, the indicator at any fixed position `x`, the midpoint `x = 0` included,
tends to infinity as the sites are pulled apart. -/
theorem stretched_contact {a : ℝ} (ha : 0 < a) (x : ℝ) :
    Tendsto (fun R => indicator (bonding a R) (antibonding a R) x) atTop atTop := by
  refine (indicator_path ha (x := fun _ => x) (eventually_gt_atTop |x|)).1 ?_
  have hw : Tendsto (fun R => exp (-(a * R))) atTop (𝓝 0) :=
    tendsto_exp_neg_atTop_nhds_zero.comp (tendsto_id.const_mul_atTop ha)
  have h := hw.mul ((overlap_tendsto ha).const_sub (cosh (2 * a * x)))
  rw [zero_mul] at h
  exact h
```

For the moving point, $\cosh y\le e^y$ for $y\ge0$ gives $0<p\le e^{-(1-2s)aR}$ when $s<1/2$. When $s>1/2$, $e^t\ge1+t$ at $t=(2s-1)aR$ and $wS\le1$ give the lower bound $p\ge(2s-1)aR/2-1/2$. The theorem makes no statement at $s=1/2$.

```lean
/-- For `a > 0` and `0 ≤ s < 1`, the indicator at the moving point `x = sR` diverges with
growing `R` if `s < 1/2` and vanishes if `s > 1/2`. -/
theorem halfway_crossover {a s : ℝ} (ha : 0 < a) (hs : 0 ≤ s) (hs1 : s < 1) :
    (s < 1 / 2 →
      Tendsto (fun R => indicator (bonding a R) (antibonding a R) (s * R)) atTop atTop) ∧
    (1 / 2 < s →
      Tendsto (fun R => indicator (bonding a R) (antibonding a R) (s * R)) atTop (𝓝 0)) := by
  have hx : ∀ᶠ R : ℝ in atTop, |s * R| < R := by
    filter_upwards [eventually_gt_atTop 0] with R hR
    rw [abs_of_nonneg (by positivity)]
    nlinarith
  constructor
  · intro h
    refine (indicator_path ha hx).1 ?_
    have hlim : Tendsto (fun R => exp (-((1 - 2 * s) * a * R))) atTop (𝓝 0) :=
      tendsto_exp_neg_atTop_nhds_zero.comp
        (tendsto_id.const_mul_atTop (mul_pos (by linarith) ha))
    refine squeeze_zero' ?_ ?_ hlim
    · filter_upwards [eventually_gt_atTop 0] with R hR
      exact ((overlap_bounds ha hR).2.2 _).le
    · filter_upwards [eventually_gt_atTop 0] with R hR
      have hy : 0 ≤ 2 * a * (s * R) := by positivity
      have hexp : exp (-(2 * a * (s * R))) ≤ exp (2 * a * (s * R)) :=
        exp_le_exp.2 (by linarith)
      rw [show -((1 - 2 * s) * a * R) = -(a * R) + 2 * a * (s * R) by ring, exp_add,
        profile]
      refine mul_le_mul_of_nonneg_left ?_ (exp_pos _).le
      rw [cosh_eq]
      linarith [(overlap_bounds ha hR).1]
  · intro h
    refine (indicator_path ha hx).2 ?_
    have hlin : Tendsto (fun R : ℝ => (2 * s - 1) * a / 2 * R + (-1 / 2)) atTop atTop :=
      tendsto_atTop_add_const_right _ _
        (tendsto_id.const_mul_atTop (div_pos (mul_pos (by linarith) ha) two_pos))
    refine tendsto_atTop_mono' _ ?_ hlin
    filter_upwards [eventually_gt_atTop 0] with R hR
    have hw : exp (-(a * R)) ≤ 1 := exp_le_one_iff.2 (by nlinarith)
    have hprod : exp (-(a * R)) * exp (2 * a * (s * R)) = exp ((2 * s - 1) * a * R) := by
      rw [← exp_add]
      congr 1
      ring
    have hS := mul_le_mul_of_nonneg_left (overlap_bounds ha hR).2.1.le
      (exp_pos (-(a * R))).le
    have hq := mul_pos (exp_pos (-(a * R))) (exp_pos (-(2 * a * (s * R))))
    rw [profile, cosh_eq]
    nlinarith [add_one_le_exp ((2 * s - 1) * a * R)]

end

end StretchedContact
```

```lean
#print axioms StretchedContact.overlap_integral
#print axioms StretchedContact.indicator_between
#print axioms StretchedContact.stretched_contact
#print axioms StretchedContact.halfway_crossover
```

```
'StretchedContact.overlap_integral' depends on axioms: [propext, Classical.choice, Quot.sound]
'StretchedContact.indicator_between' depends on axioms: [propext, Classical.choice, Quot.sound]
'StretchedContact.stretched_contact' depends on axioms: [propext, Classical.choice, Quot.sound]
'StretchedContact.halfway_crossover' depends on axioms: [propext, Classical.choice, Quot.sound]
```
